# A double-well Landau energy keeps both strain variants exactly when the stress magnitude is below the coercive stress

Relax a loaded ferroelastic crystal from its unfavoured variant, and the run may end in the other one. The end point alone does not show whether the starting minimum had vanished or the optimiser had stepped over a barrier that was still there; comparing the load with a threshold does. The parts below find the threshold for a single uniform strain with a quartic energy.

Let $x$ be the strain measured from the undistorted parent phase, $f$ the conjugate stress, and

$$E(x)=\frac{x^4}{4}-\frac{a x^2}{2}-f x .$$

The quartic coefficient is scaled to one. The constant $a$ is minus the usual quadratic Landau coefficient, so $a>0$ means that the crystal is in its ferroelastic phase, where the unloaded energy has two wells. The term $-fx$ is the potential energy of the load, minus the work $fx$ that it does.

```lean
import Mathlib

open Topology

namespace FerroelasticCoerciveStress

noncomputable section

/-- Landau energy of a ferroelastic crystal at strain `x` under the conjugate stress `f`. -/
def energy (a f x : ℝ) : ℝ := x ^ 4 / 4 - a * x ^ 2 / 2 - f * x
```

A variant is a local minimum of $E$. Mathlib's `IsLocalMin` asks for $E(x)\le E(y)$ at all $y$ near $x$; `IsStrictMin` asks for $E(x)<E(y)$ at all nearby $y\neq x$.

```lean
/-- The energy `E` has a strict local minimum at `x`: every other nearby strain costs energy. -/
def IsStrictMin (E : ℝ → ℝ) (x : ℝ) : Prop := ∀ᶠ y in 𝓝 x, y ≠ x → E x < E y
```

Write $s=\sqrt{a/3}$ and $f_c=2s^3$. In Lean, $f_c$ is `coerciveStress a`, a name that the later parts justify.

```lean
/-- The coercive stress `2 (a/3)^(3/2)` of the Landau energy, for `a ≥ 0`. -/
def coerciveStress (a : ℝ) : ℝ := 2 * Real.sqrt (a / 3) ^ 3
```

## (a) The cost of a further strain

Show that at an equilibrium, $x^3-ax=f$, a further strain $h$ costs

$$E(x+h)-E(x)=\tfrac{h^2}{4}\,Q(h),\qquad Q(h)=h^2+4xh+2(3x^2-a).$$

Expanding the powers gives
$$E(x+h)-E(x)=(x^3-ax-f)h+\tfrac12(3x^2-a)h^2+xh^3+\tfrac14h^4 .$$
The linear term vanishes at equilibrium, and $h^2/4$ factors out. In Lean, `subst` eliminates $f$ and `ring` does the expansion.

```lean
/-- Exact energy cost of a further strain `h` starting from an equilibrium strain `x`. -/
theorem energy_sub {a f x : ℝ} (hx : x ^ 3 - a * x = f) (h : ℝ) :
    energy a f (x + h) - energy a f x
      = h ^ 2 / 4 * (h ^ 2 + 4 * x * h + 2 * (3 * x ^ 2 - a)) := by
  subst hx
  unfold energy
  ring
```

## (b) Recognising a minimum

For $a>0$, show that $x$ is a local minimum, and equally a strict one, exactly when

$$x^3-ax=f\quad\text{and}\quad 3x^2>a .$$

A strict minimum is a local minimum (`A`). At a local minimum $E'(x)=0$, which is the force balance. Suppose that $3x^2\le a$. Then arbitrarily small strains lower the energy (`B`):

- If $x>0$, take $h=-m$ with $0<m\le x$. Then $Q\le -m(4x-m)<0$.
- If $x<0$, take $h=m$ with $0<m\le -x$. Then $Q\le m(m+4x)<0$.
- If $x=0$, take $0<h\le\sqrt a$. Then $Q=h^2-2a<0$.

This contradicts minimality. Conversely, if $3x^2>a$ then $Q(0)>0$, so by continuity $Q>0$ near zero and the minimum is strict (`C`). The `min (ε / 2) …` terms in Lean choose $m$ small enough to stay in the given neighbourhood.

```lean
/-- For `a > 0`, a strain is a local minimum exactly when the forces balance and the stiffness
`3x² - a` is positive; the same criterion describes the strict local minima. -/
theorem minimum_criterion {a : ℝ} (ha : 0 < a) (f x : ℝ) :
    (IsLocalMin (energy a f) x ↔ x ^ 3 - a * x = f ∧ a < 3 * x ^ 2) ∧
    (IsStrictMin (energy a f) x ↔ x ^ 3 - a * x = f ∧ a < 3 * x ^ 2) := by
  have A : IsStrictMin (energy a f) x → IsLocalMin (energy a f) x := by
    intro h
    unfold IsStrictMin at h
    change ∀ᶠ y in 𝓝 x, energy a f x ≤ energy a f y
    filter_upwards [h] with y hy
    by_cases hyx : y = x
    · rw [hyx]
    · exact (hy hyx).le
  have B : IsLocalMin (energy a f) x → x ^ 3 - a * x = f ∧ a < 3 * x ^ 2 := by
    intro hmin
    have hd : HasDerivAt (energy a f) (x ^ 3 - a * x - f) x := by
      have h := (((hasDerivAt_pow 4 x).div_const 4).fun_sub
        (((hasDerivAt_pow 2 x).const_mul a).div_const 2)).fun_sub
        ((hasDerivAt_id' x).const_mul f)
      refine h.congr_deriv ?_
      simp only [Nat.cast_ofNat, Nat.reduceSub, pow_one]
      ring
    have hf : x ^ 3 - a * x = f := by linarith [hmin.hasDerivAt_eq_zero hd]
    refine ⟨hf, ?_⟩
    by_contra hcon
    have hle : 3 * x ^ 2 ≤ a := not_lt.mp hcon
    obtain ⟨ε, hε, hball⟩ := Metric.eventually_nhds_iff.mp hmin
    -- without positive stiffness some small strain lowers the energy
    obtain ⟨h, h0, hhε, hneg⟩ : ∃ h : ℝ, h ≠ 0 ∧ |h| < ε ∧
        h ^ 2 + 4 * x * h + 2 * (3 * x ^ 2 - a) < 0 := by
      rcases lt_trichotomy x 0 with hx | hx | hx
      · have hm : 0 < min (ε / 2) (-x) := lt_min (by linarith) (by linarith)
        have h1 := min_le_left (ε / 2) (-x)
        have h2 := min_le_right (ε / 2) (-x)
        generalize min (ε / 2) (-x) = m at hm h1 h2
        refine ⟨m, hm.ne', by rw [abs_of_pos hm]; linarith, ?_⟩
        nlinarith [mul_pos hm (by linarith : 0 < -(m + 4 * x))]
      · have hs := Real.sqrt_pos.mpr ha
        have hs2 := Real.sq_sqrt ha.le
        have hm : 0 < min (ε / 2) (Real.sqrt a) := lt_min (by linarith) hs
        have h1 := min_le_left (ε / 2) (Real.sqrt a)
        have h2 := min_le_right (ε / 2) (Real.sqrt a)
        generalize min (ε / 2) (Real.sqrt a) = m at hm h1 h2
        refine ⟨m, hm.ne', by rw [abs_of_pos hm]; linarith, ?_⟩
        rw [hx]
        nlinarith [mul_le_mul h2 h2 hm.le hs.le]
      · have hm : 0 < min (ε / 2) x := lt_min (by linarith) hx
        have h1 := min_le_left (ε / 2) x
        have h2 := min_le_right (ε / 2) x
        generalize min (ε / 2) x = m at hm h1 h2
        refine ⟨-m, neg_ne_zero.mpr hm.ne', by rw [abs_neg, abs_of_pos hm]; linarith, ?_⟩
        nlinarith [mul_pos hm (by linarith : 0 < 4 * x - m)]
    have hge : energy a f x ≤ energy a f (x + h) :=
      hball (by rw [Real.dist_eq, add_sub_cancel_left]; exact hhε)
    have hsq : 0 < h ^ 2 / 4 := by positivity
    linarith [energy_sub hf h, mul_neg_of_pos_of_neg hsq hneg]
  have C : x ^ 3 - a * x = f ∧ a < 3 * x ^ 2 → IsStrictMin (energy a f) x := by
    rintro ⟨hf, hx⟩
    have hc : Continuous fun y : ℝ =>
        (y - x) ^ 2 + 4 * x * (y - x) + 2 * (3 * x ^ 2 - a) := by fun_prop
    have hp : 0 < (x - x) ^ 2 + 4 * x * (x - x) + 2 * (3 * x ^ 2 - a) := by
      nlinarith [hx]
    have hev : ∀ᶠ y in 𝓝 x, 0 < (y - x) ^ 2 + 4 * x * (y - x) + 2 * (3 * x ^ 2 - a) :=
      hc.continuousAt.eventually (lt_mem_nhds hp)
    unfold IsStrictMin
    filter_upwards [hev] with y hy hne
    have h0 : y - x ≠ 0 := sub_ne_zero.mpr hne
    have hsq : 0 < (y - x) ^ 2 / 4 := by positivity
    have he := energy_sub hf (y - x)
    have hxy : x + (y - x) = y := by ring
    rw [hxy] at he
    linarith [mul_pos hsq hy]
  exact ⟨⟨B, fun h => A (C h)⟩, ⟨fun h => B (A h), C⟩⟩
```

## (c) What two minima imply

For $a>0$, show that distinct local minima $x\ne y$ satisfy

$$xy<0\quad\text{and}\quad 27f^2<4a^3 .$$

Subtracting the force balances and dividing by $x-y$ gives $x^2+xy+y^2=a$. Hence
$$3x^2-a=(x-y)(2x+y),\qquad 3y^2-a=(y-x)(x+2y).$$
Both are positive by (b), and so is their product $-(x-y)^2(2x^2+5xy+2y^2)$. This is impossible if $xy\ge0$.

Next, $f=x(x^2-a)=-xy(x+y)$. With $S=x+y$ and $P=xy$, we have $a=S^2-P$ and $f=-SP$, so
$$4a^3-27f^2=4(S^2-P)^3-27S^2P^2=(S^2-4P)(2S^2+P)^2 .$$
The right side is $[(x-y)(2x+y)(x+2y)]^2$. No factor is zero, since $x\neq y$ and the stiffnesses above are positive. Lean calls this identity `key`.

```lean
/-- For `a > 0`, two distinct local minima have strains of opposite sign, and they can coexist
only if `27 f² < 4 a³`. -/
theorem two_minima {a f x y : ℝ} (ha : 0 < a) (hne : x ≠ y)
    (hx : IsLocalMin (energy a f) x) (hy : IsLocalMin (energy a f) y) :
    x * y < 0 ∧ 27 * f ^ 2 < 4 * a ^ 3 := by
  obtain ⟨hx1, hx2⟩ := (minimum_criterion ha f x).1.mp hx
  obtain ⟨hy1, hy2⟩ := (minimum_criterion ha f y).1.mp hy
  have q : x ^ 2 + x * y + y ^ 2 = a :=
    mul_left_cancel₀ (sub_ne_zero.mpr hne) (by linear_combination hx1 - hy1)
  constructor
  · by_contra hcon
    have hxy : 0 ≤ x * y := not_lt.mp hcon
    have e : (3 * x ^ 2 - a) * (3 * y ^ 2 - a)
        = -((x - y) ^ 2 * (2 * x ^ 2 + 5 * (x * y) + 2 * y ^ 2)) := by
      rw [← q]; ring
    have p := mul_pos (sub_pos.mpr hx2) (sub_pos.mpr hy2)
    have r := mul_nonneg (sq_nonneg (x - y))
      (by positivity : 0 ≤ 2 * x ^ 2 + 5 * (x * y) + 2 * y ^ 2)
    linarith
  · -- the discriminant of the force balance is a non-zero square
    have hf : f = -(x * y * (x + y)) := by linear_combination -hx1 + x * q
    have h1 : 2 * x + y ≠ 0 := by
      intro h
      have : a - 3 * x ^ 2 = 0 := by linear_combination (y - x) * h - q
      linarith
    have h2 : x + 2 * y ≠ 0 := by
      intro h
      have : a - 3 * y ^ 2 = 0 := by linear_combination (x - y) * h - q
      linarith
    have h3 : x - y ≠ 0 := sub_ne_zero.mpr hne
    have key : 4 * a ^ 3 - 27 * f ^ 2 = ((x - y) * (2 * x + y) * (x + 2 * y)) ^ 2 := by
      rw [hf, ← q]; ring
    have hpos : 0 < ((x - y) * (2 * x + y) * (x + 2 * y)) ^ 2 := by positivity
    linarith
```

## (d) The threshold as a stress

For $a>0$, show that $|f|<f_c \iff 27f^2<4a^3$.

Since $f_c^2=4(a/3)^3=4a^3/27$ and $f_c\ge0$, comparing $|f|$ with $f_c$ is the same as comparing their squares (`sq_lt_sq`).

```lean
/-- For `a > 0`, the stress is below the coercive stress in magnitude iff `27 f² < 4 a³`. -/
theorem abs_lt_coerciveStress_iff {a : ℝ} (ha : 0 < a) (f : ℝ) :
    |f| < coerciveStress a ↔ 27 * f ^ 2 < 4 * a ^ 3 := by
  have hc : 0 ≤ coerciveStress a := by unfold coerciveStress; positivity
  have hs2 : Real.sqrt (a / 3) ^ 2 = a / 3 := Real.sq_sqrt (by positivity)
  have e : coerciveStress a ^ 2 = 4 * a ^ 3 / 27 := by
    calc coerciveStress a ^ 2 = 4 * (Real.sqrt (a / 3) ^ 2) ^ 3 := by
          unfold coerciveStress; ring
      _ = 4 * a ^ 3 / 27 := by rw [hs2]; ring
  have h := sq_lt_sq (a := f) (b := coerciveStress a)
  rw [abs_of_nonneg hc, e] at h
  rw [← h]
  constructor <;> intro h' <;> linarith
```

## (e) A variant at positive strain

For $a>0$ and $f>-f_c$, find a local minimum with $x>s$.

Let $g(x)=x^3-ax$, the stress needed to hold the strain $x$. Since $a=3s^2$, it equals $x^3-3s^2x$. Then $g(s)=-2s^3=-f_c<f$. With $u=|f|/s^2$,
$$g(2s+u)=2s^3+9s^2u+6su^2+u^3\ge s^2u=|f|\ge f .$$
The intermediate value theorem gives $x\in[s,2s+u]$ with $g(x)=f$. Since $g(s)\neq f$, in fact $x>s$, so $3x^2>a$ and (b) applies.

```lean
/-- For `a > 0` and a stress above minus the coercive stress, there is a local minimum at a
strain larger than `√(a/3)`. -/
theorem exists_positive_variant {a f : ℝ} (ha : 0 < a) (h : -coerciveStress a < f) :
    ∃ x, Real.sqrt (a / 3) < x ∧ IsLocalMin (energy a f) x := by
  have hs : 0 < Real.sqrt (a / 3) := Real.sqrt_pos.mpr (by positivity)
  have hs2 : Real.sqrt (a / 3) ^ 2 = a / 3 := Real.sq_sqrt (by positivity)
  unfold coerciveStress at h
  generalize Real.sqrt (a / 3) = s at h hs hs2 ⊢
  have ha' : a = 3 * s ^ 2 := by linarith
  obtain ⟨u, hu, hus⟩ : ∃ u : ℝ, 0 ≤ u ∧ u * s ^ 2 = |f| :=
    ⟨|f| / s ^ 2, by positivity, div_mul_cancel₀ _ (by positivity)⟩
  have hlow : s ^ 3 - a * s = -(2 * s ^ 3) := by linear_combination -s * ha'
  have hhigh : (2 * s + u) ^ 3 - a * (2 * s + u)
      = u * s ^ 2 + (2 * s ^ 3 + 8 * s ^ 2 * u + 6 * s * u ^ 2 + u ^ 3) := by
    linear_combination -(2 * s + u) * ha'
  have hrest : 0 ≤ 2 * s ^ 3 + 8 * s ^ 2 * u + 6 * s * u ^ 2 + u ^ 3 := by positivity
  have hc : Continuous fun x : ℝ => x ^ 3 - a * x := by fun_prop
  -- the holding stress `x³ - a x` takes the value `f` between `s` and `2s + u`
  obtain ⟨x, hxI, hxf⟩ := intermediate_value_Icc (by linarith : s ≤ 2 * s + u)
    hc.continuousOn (show f ∈ Set.Icc (s ^ 3 - a * s) ((2 * s + u) ^ 3 - a * (2 * s + u)) from
      ⟨by linarith, by linarith [le_abs_self f]⟩)
  have hxf' : x ^ 3 - a * x = f := hxf
  have hsx : s < x := by
    refine lt_of_le_of_ne hxI.1 ?_
    intro heq
    rw [← heq] at hxf'
    linarith
  exact ⟨x, hsx, (minimum_criterion ha f x).1.mpr ⟨hxf', by nlinarith⟩⟩
```

## (f) A variant at negative strain

For $a>0$ and $f<f_c$, find a local minimum with $x<-s$.

Apply (e) to the stress $-f$ and reverse the strain. The force balance changes sign on both sides and $3x^2$ is unchanged, so (b) applies again.

```lean
/-- For `a > 0` and a stress below the coercive stress, there is a local minimum at a strain
smaller than `-√(a/3)`. -/
theorem exists_negative_variant {a f : ℝ} (ha : 0 < a) (h : f < coerciveStress a) :
    ∃ x, x < -Real.sqrt (a / 3) ∧ IsLocalMin (energy a f) x := by
  -- reverse both strain and stress
  obtain ⟨x, hx, hmin⟩ := exists_positive_variant (f := -f) ha (by linarith)
  obtain ⟨h1, h2⟩ := (minimum_criterion ha (-f) x).1.mp hmin
  exact ⟨-x, by linarith, (minimum_criterion ha f (-x)).1.mpr
    ⟨by linear_combination -h1, by rw [neg_sq]; exact h2⟩⟩
```

## (g) Counting below the threshold

For $a>0$ and $|f|<f_c$, show that there are exactly two local minima, with $x<-s$ and $y>s$.

Parts (e) and (f) supply them. A third minimum $z\le0$ would have $zx\ge0$, and one with $z\ge0$ would have $zy\ge0$. Both contradict (c).

```lean
/-- For `a > 0` and a stress below the coercive stress in magnitude, there are exactly two local
minima, one below `-√(a/3)` and one above `√(a/3)`. -/
theorem exactly_two_variants {a f : ℝ} (ha : 0 < a) (h : |f| < coerciveStress a) :
    ∃ x y, x < -Real.sqrt (a / 3) ∧ Real.sqrt (a / 3) < y ∧
      ∀ z, IsLocalMin (energy a f) z ↔ z = x ∨ z = y := by
  obtain ⟨hl, hr⟩ := abs_lt.mp h
  obtain ⟨x, hxs, hx⟩ := exists_negative_variant ha hr
  obtain ⟨y, hys, hy⟩ := exists_positive_variant ha hl
  have hs := Real.sqrt_nonneg (a / 3)
  refine ⟨x, y, hxs, hys, fun z => ⟨fun hz => ?_, ?_⟩⟩
  · -- a third minimum would share its sign with one of the two
    rcases le_total z 0 with hz0 | hz0
    · left
      by_contra hne
      have h1 := (two_minima ha hne hz hx).1
      have h2 := mul_nonneg_of_nonpos_of_nonpos hz0 (by linarith : x ≤ 0)
      linarith
    · right
      by_contra hne
      have h1 := (two_minima ha hne hz hy).1
      have h2 := mul_nonneg hz0 (by linarith : 0 ≤ y)
      linarith
  · rintro (h' | h')
    · rw [h']; exact hx
    · rw [h']; exact hy
```

## (h) The switching criterion

For $a>0$, show that two distinct strict local minima exist iff $27f^2<4a^3$, and that otherwise there is exactly one local minimum.

Strict and local minima coincide by (b). Two minima give the inequality by (c), and the inequality gives two minima by (d) and (g). If it fails, a minimum still exists, by (e) for $f\ge0$ and by (f) for $f\le0$; a second would contradict (c). Lean writes "exactly one" as `∃!`.

```lean
/-- For `a > 0`, the loaded Landau energy has two distinct strict local minima iff
`27 f² < 4 a³`; otherwise it has exactly one local minimum. -/
theorem ferroelastic_switching {a : ℝ} (ha : 0 < a) (f : ℝ) :
    ((∃ x y, x ≠ y ∧ IsStrictMin (energy a f) x ∧ IsStrictMin (energy a f) y) ↔
      27 * f ^ 2 < 4 * a ^ 3) ∧
    (¬ 27 * f ^ 2 < 4 * a ^ 3 → ∃! x, IsLocalMin (energy a f) x) := by
  have hiff : ∀ z, IsStrictMin (energy a f) z ↔ IsLocalMin (energy a f) z := fun z =>
    (minimum_criterion ha f z).2.trans (minimum_criterion ha f z).1.symm
  refine ⟨⟨?_, fun h => ?_⟩, fun h => ?_⟩
  · rintro ⟨x, y, hne, hx, hy⟩
    exact (two_minima ha hne ((hiff x).mp hx) ((hiff y).mp hy)).2
  · obtain ⟨x, y, hx, hy, hall⟩ :=
      exactly_two_variants ha ((abs_lt_coerciveStress_iff ha f).mpr h)
    have hs := Real.sqrt_nonneg (a / 3)
    exact ⟨x, y, (by linarith : x < y).ne, (hiff x).mpr ((hall x).mpr (Or.inl rfl)),
      (hiff y).mpr ((hall y).mpr (Or.inr rfl))⟩
  · have hs : 0 < Real.sqrt (a / 3) := Real.sqrt_pos.mpr (by positivity)
    have hc : 0 < coerciveStress a := by unfold coerciveStress; positivity
    -- the variant favoured by the stress always survives
    obtain ⟨x, hx⟩ : ∃ x, IsLocalMin (energy a f) x := by
      rcases le_total 0 f with hf | hf
      · obtain ⟨x, _, hx⟩ := exists_positive_variant (f := f) ha (by linarith)
        exact ⟨x, hx⟩
      · obtain ⟨x, _, hx⟩ := exists_negative_variant (f := f) ha (by linarith)
        exact ⟨x, hx⟩
    refine ⟨x, hx, fun y hy => ?_⟩
    by_contra hne
    exact h (two_minima ha hne hy hx).2
```

## (i) The survivor at the threshold

For $a>0$ and $f=f_c$, show that the only local minimum is $x=2s$.

The force balance reads
$$x^3-3s^2x-2s^3=(x+s)^2(x-2s)=0 .$$
At $x=-s$ we have $3x^2=a$, which (b) excludes. At $x=2s$ we have $3x^2=12s^2>3s^2=a$.

```lean
/-- For `a > 0`, exactly at the coercive stress the only local minimum is the strain
`2√(a/3)`. -/
theorem minimum_at_coerciveStress {a : ℝ} (ha : 0 < a) (x : ℝ) :
    IsLocalMin (energy a (coerciveStress a)) x ↔ x = 2 * Real.sqrt (a / 3) := by
  rw [(minimum_criterion ha (coerciveStress a) x).1]
  have hs2 : Real.sqrt (a / 3) ^ 2 = a / 3 := Real.sq_sqrt (by positivity)
  unfold coerciveStress
  generalize Real.sqrt (a / 3) = s at hs2 ⊢
  have ha' : a = 3 * s ^ 2 := by linarith
  constructor
  · rintro ⟨h1, h2⟩
    -- the force balance has a double root at the lost variant
    have hfac : (x + s) ^ 2 * (x - 2 * s) = 0 := by linear_combination h1 + x * ha'
    rcases mul_eq_zero.mp hfac with h | h
    · have h0 : x + s = 0 := pow_eq_zero_iff (two_ne_zero) |>.mp h
      have hxs : x = -s := by linarith
      rw [hxs, neg_sq] at h2
      linarith
    · linarith
  · intro hx
    rw [hx]
    exact ⟨by linear_combination -(2 * s) * ha', by nlinarith⟩

end

end FerroelasticCoerciveStress
```

```lean
#print axioms FerroelasticCoerciveStress.exactly_two_variants
#print axioms FerroelasticCoerciveStress.ferroelastic_switching
#print axioms FerroelasticCoerciveStress.minimum_at_coerciveStress
```

```
'FerroelasticCoerciveStress.exactly_two_variants' depends on axioms: [propext, Classical.choice, Quot.sound]
'FerroelasticCoerciveStress.ferroelastic_switching' depends on axioms: [propext, Classical.choice, Quot.sound]
'FerroelasticCoerciveStress.minimum_at_coerciveStress' depends on axioms: [propext, Classical.choice, Quot.sound]
```

## From a computed double well to a stress

Suppose that total-energy calculations on a uniformly strained cell give wells at $\pm x_0$ with depth $W$ per volume. Fitting $Bx^4/4-Ax^2/2$ gives $B=4W/x_0^4$ and $A=Bx_0^2$. Dividing by $B$ recovers the scaled energy with $a=x_0^2$, and the physical threshold is
$$\sigma_c=B f_c=\frac{8W}{3\sqrt3\,x_0},$$
for this one-strain quartic fit. Identifying $\sigma_c$ with a measured coercive stress further assumes that the crystal switches uniformly and without thermal activation; real crystals can switch earlier by moving domain walls.

## Stability defined by curvature

Variants could have been defined by $E'=0$ and $E''>0$. Part (b) would then be largely a matter of definition, and the marginal strain $-s$ at $f=f_c$ would be excluded by decree. With minima of the energy itself, its exclusion is a consequence of the cubic term in (a).
